# For a model self-energy with constant scattering, the first-Matsubara estimate of Z is too small exactly below a crossover temperature

Whether the lowest Matsubara frequency gives too small a quasiparticle weight Z can be decided only if Z is defined independently of that estimate. Here Z comes from the slope of Re Σ on the real axis, while the estimate uses Im Σ on the imaginary axis. Both need one complex function Σ, and the model chosen is

Σ(z) = −ig − acz/(c − iz).

For c > 0 its only pole, z = −ic, lies in the lower half plane, so the same formula serves on the real axis (as the retarded self-energy) and on the positive imaginary axis. The constant g stands for frequency-independent scattering, such as that from static disorder. It equals −Im Σ(0), half of the scattering rate usually written 1/τ. The number a sets the strength of the frequency-dependent part, and c is the frequency at which that part begins to saturate. Units have ħ = k_B = 1.

```lean
import Mathlib

open Complex
open scoped Real

namespace FirstMatsubaraEstimate

noncomputable section

/-- Model self-energy with constant part `-ig` and a frequency-dependent part of strength `a` and
frequency scale `c`, for complex frequency `z ≠ -ic`. -/
def sigma (a c g : ℝ) (z : ℂ) : ℂ := -(g : ℂ) * I - a * c * z / (c - I * z)
```

The letter w is the textbook ω_n, and `imAxis` reads off Im Σ(iw) for any function `S`.

```lean
/-- Imaginary part of a self-energy at the imaginary frequency `iw`. -/
def imAxis (S : ℂ → ℂ) (w : ℝ) : ℝ := (S (I * (w : ℂ))).im
```

The quasiparticle weight is

Z = 1/(1 − d Re Σ/dω) at ω = 0.

With g > 0 the excitation at zero frequency is damped, so Z is a slope parameter and not the residue of an undamped pole.

```lean
/-- Quasiparticle weight `1/(1 - d Re S/dω)` at zero real frequency, for `Re S`
differentiable there with slope different from one. -/
def quasiparticleZ (S : ℂ → ℂ) : ℝ := 1 / (1 - deriv (fun x : ℝ => (S (x : ℂ)).re) 0)
```

The one-point estimate replaces the slope by Im Σ(iw)/w. It is used at w₀ = πT, the first fermionic Matsubara frequency.

```lean
/-- One-point estimate `1/(1 - Im S(iw)/w)` of the quasiparticle weight, for `w ≠ 0`
and `Im S(iw) ≠ w`. -/
def matsubaraZ (S : ℂ → ℂ) (w : ℝ) : ℝ := 1 / (1 - imAxis S w / w)
```

The two-point estimate uses the slope of Im Σ between w₀ and 3w₀. The last definition names a temperature whose role appears in part (g).

```lean
/-- Two-point estimate of the quasiparticle weight, from the slope of `Im S` between the
frequencies `πT` and `3πT`, for `T ≠ 0` and slope different from one. -/
def twoPointZ (S : ℂ → ℂ) (T : ℝ) : ℝ :=
  1 / (1 - (imAxis S (3 * (π * T)) - imAxis S (π * T)) / (2 * (π * T)))

/-- Temperature `(g + √(g² + 4agc))/(2πa)`, for `a, c, g > 0`. -/
def crossoverT (a c g : ℝ) : ℝ := (g + Real.sqrt (g ^ 2 + 4 * a * g * c)) / (2 * π * a)
```

Estimates of this kind are read from imaginary-axis data in dynamical mean-field calculations; the results below concern this three-parameter Σ only. That a computed self-energy has this form near its lowest Matsubara frequencies is a separate assumption, to be checked on the data. The model is also idealised at high frequency, where Im Σ tends to the constant −g − ac instead of decaying to zero.

## (a) The self-energy on the positive imaginary axis

Show that for c, w > 0

Im Σ(iw) = −g − awc/(w + c).

**Solution.** At z = iw the denominator is c − i(iw) = c + w. Hence

Σ(iw) = −ig − iawc/(w + c) = i[−g − awc/(w + c)],

and the bracket is real.

In Lean, `hden` simplifies the denominator and `h` writes Σ(iw) as a real number times `I`. The parameters a and g may be any real numbers.

```lean
/-- On the positive imaginary axis the model has `Im Σ(iw) = -g - a w c/(w+c)`, for `c > 0`. -/
theorem imAxis_sigma (a g : ℝ) {c w : ℝ} (hc : 0 < c) (hw : 0 < w) :
    imAxis (sigma a c g) w = -g - a * w * c / (w + c) := by
  have hden : (c : ℂ) - I * (I * w) = w + c := by
    linear_combination (-(w : ℂ)) * I_mul_I
  have hne : w + c ≠ 0 := by positivity
  have hneC : (w : ℂ) + c ≠ 0 := by exact_mod_cast hne
  have h : sigma a c g (I * w) = ((-g - a * w * c / (w + c) : ℝ) : ℂ) * I := by
    unfold sigma
    rw [hden]
    push_cast
    field_simp
  unfold imAxis
  rw [h]
  simp only [mul_im, ofReal_re, ofReal_im, I_re, I_im]
  ring
```

## (b) Real and imaginary parts at real frequency

Show that for real x and c > 0

Re Σ(x) = −ac²x/(c² + x²),
Im Σ(x) = −g − acx²/(c² + x²).

**Solution.** Multiply numerator and denominator by c + ix:

acx/(c − ix) = acx(c + ix)/(c² + x²) = (ac²x + iacx²)/(c² + x²).

Subtracting this from −ig gives both parts. For a, g ≥ 0 the imaginary part is never positive, as a retarded self-energy requires.

The step `hd` shows that c − ix is not zero, and `hq` makes the denominator real by cross-multiplication.

```lean
/-- At real frequency `x` and for `c > 0`, the model has `Re Σ = -a c² x/(c²+x²)` and
`Im Σ = -g - a c x²/(c²+x²)`. -/
theorem sigma_real (a g x : ℝ) {c : ℝ} (hc : 0 < c) :
    (sigma a c g (x : ℂ)).re = -(a * c ^ 2) * x / (c ^ 2 + x ^ 2) ∧
    (sigma a c g (x : ℂ)).im = -g - a * c * x ^ 2 / (c ^ 2 + x ^ 2) := by
  have hr : c ^ 2 + x ^ 2 ≠ 0 := by positivity
  have hD : (c : ℂ) ^ 2 + (x : ℂ) ^ 2 ≠ 0 := by exact_mod_cast hr
  have hd : (c : ℂ) - I * x ≠ 0 := by
    intro h0
    apply hD
    linear_combination ((c : ℂ) + I * x) * h0 + (x : ℂ) ^ 2 * I_sq
  -- make the denominator real
  have hq : (a : ℂ) * c * x / (c - I * x)
      = a * c * x * (c + I * x) / ((c : ℂ) ^ 2 + (x : ℂ) ^ 2) := by
    rw [div_eq_div_iff hd hD]
    linear_combination (a : ℂ) * c * x * (x : ℂ) ^ 2 * I_sq
  have h : sigma a c g (x : ℂ) = ((-(a * c ^ 2) * x / (c ^ 2 + x ^ 2) : ℝ) : ℂ)
      + ((-g - a * c * x ^ 2 / (c ^ 2 + x ^ 2) : ℝ) : ℂ) * I := by
    unfold sigma
    rw [hq]
    push_cast
    ring
  rw [h]
  constructor
  · simp only [add_re, mul_re, ofReal_re, ofReal_im, I_re, I_im]
    ring
  · simp only [add_im, mul_im, ofReal_re, ofReal_im, I_re, I_im]
    ring
```

## (c) The slope at zero frequency

Show that for c > 0

d Re Σ/dx = −a at x = 0.

**Solution.** Put N = −ac²x and D = c² + x². At x = 0 we have N = 0, N′ = −ac², D = c² and D′ = 0, so

(N′D − ND′)/D² = −ac²·c²/c⁴ = −a.

`HasDerivAt` says that the function is differentiable at 0 with this derivative. That matters because Lean's `deriv` returns 0 where no derivative exists. The steps `hn` and `hd` differentiate N and D, and `key` evaluates the quotient rule.

```lean
/-- For `c > 0` the real part of the model self-energy has slope `-a` at zero frequency. -/
theorem slope_at_zero (a g : ℝ) {c : ℝ} (hc : 0 < c) :
    HasDerivAt (fun x : ℝ => (sigma a c g (x : ℂ)).re) (-a) 0 := by
  have hf : (fun x : ℝ => (sigma a c g (x : ℂ)).re)
      = fun x : ℝ => -(a * c ^ 2) * x / (c ^ 2 + x ^ 2) :=
    funext fun x => (sigma_real a g x hc).1
  have hn : HasDerivAt (fun x : ℝ => -(a * c ^ 2) * x) (-(a * c ^ 2)) 0 :=
    ((hasDerivAt_id' (0 : ℝ)).const_mul (-(a * c ^ 2))).congr_deriv (mul_one _)
  have hd : HasDerivAt (fun x : ℝ => c ^ 2 + x ^ 2) 0 0 :=
    ((hasDerivAt_pow 2 (0 : ℝ)).const_add (c ^ 2)).congr_deriv (by norm_num)
  have h0 : c ^ 2 + (0 : ℝ) ^ 2 ≠ 0 := by positivity
  have key : (-(a * c ^ 2) * (c ^ 2 + (0 : ℝ) ^ 2) - -(a * c ^ 2) * 0 * 0)
      / (c ^ 2 + (0 : ℝ) ^ 2) ^ 2 = -a := by
    rw [div_eq_iff (pow_ne_zero 2 h0)]
    ring
  rw [hf]
  exact (hn.fun_div hd h0).congr_deriv key
```

## (d) The quasiparticle weight

Show that for a, c > 0

Z = 1/(1 + a), with 0 < Z < 1.

**Solution.** Insert the slope from (c): Z = 1/(1 − (−a)) = 1/(1 + a). Since 1 + a > 1, the value lies strictly between zero and one. The constant g has no influence, because it enters only Im Σ on the real axis.

The Lean proof substitutes the derivative from `slope_at_zero` and then checks the two bounds.

```lean
/-- For `a, c > 0` the quasiparticle weight of the model is `1/(1+a)`, strictly between
zero and one. -/
theorem quasiparticleZ_sigma (g : ℝ) {a c : ℝ} (ha : 0 < a) (hc : 0 < c) :
    quasiparticleZ (sigma a c g) = 1 / (1 + a) ∧
    0 < quasiparticleZ (sigma a c g) ∧ quasiparticleZ (sigma a c g) < 1 := by
  have h : quasiparticleZ (sigma a c g) = 1 / (1 + a) := by
    unfold quasiparticleZ
    rw [(slope_at_zero a g hc).deriv, sub_neg_eq_add]
  refine ⟨h, ?_, ?_⟩
  · rw [h]
    positivity
  · rw [h, div_lt_one (by positivity)]
    linarith
```

## (e) The one-point estimate in closed form

Show that for c, w > 0, and whenever the denominator below is not zero, the estimate is

1/(1 + g/w + ac/(w + c)).

**Solution.** Divide the result of (a) by w and change the sign:

−Im Σ(iw)/w = g/w + ac/(w + c).

Adding 1 gives the denominator. For a, g > 0 the first term grows as w falls and lowers the estimate, while the second is smaller than a, which raises the estimate relative to Z.

The identity `h` is this division, with the denominators cleared by `field_simp`.

```lean
/-- For `c, w > 0` the one-point estimate of the model is `1/(1 + g/w + a c/(w+c))`, whenever this
denominator is not zero. -/
theorem matsubaraZ_sigma (a g : ℝ) {c w : ℝ} (hc : 0 < c) (hw : 0 < w) :
    matsubaraZ (sigma a c g) w = 1 / (1 + g / w + a * c / (w + c)) := by
  have h : 1 - (-g - a * w * c / (w + c)) / w = 1 + g / w + a * c / (w + c) := by
    have hne : w + c ≠ 0 := by positivity
    field_simp
    ring
  unfold matsubaraZ
  rw [imAxis_sigma a g hc hw, h]
```

## (f) When the estimate is too small

Let a, c, T > 0 and g ≥ 0. Show that the estimate at w₀ = πT is below Z if and only if

aw₀² < g(w₀ + c),

and equal to Z if and only if the two sides agree.

**Solution.** Call the denominators X = 1 + g/w₀ + ac/(w₀ + c) and Y = 1 + a. Both are positive, so 1/X < 1/Y means X > Y. Their difference is

X − Y = g/w₀ − aw₀/(w₀ + c) = [g(w₀ + c) − aw₀²]/[w₀(w₀ + c)].

The last denominator is positive, so the numerator decides the sign, and X = Y exactly when it vanishes.

For g = 0 the condition fails at every T > 0 and the estimate is above Z. As T → 0 it then tends to Z, whereas for any fixed g > 0 the term g/w₀ drives it to zero; both limits can be read from the formula in (e).

For negative g, which is unphysical because Im Σ(0) = −g would be positive, the equivalence can fail. Take a = c = w₀ = 1 and g = −3. Then X = −3/2, and the estimate −2/3 is below Z = 1/2, yet 1 < −6 is false.

In Lean, `generalize` replaces πT by a single letter `w`, `hX` and `hY` give the positive denominators, and `hdiff` is the difference formula multiplied by w(w + c).

```lean
/-- For `a, c, T > 0` and `g ≥ 0`, the estimate at the first Matsubara frequency `w₀ = πT` is
below the quasiparticle weight if and only if `a w₀² < g (w₀ + c)`, and equal to it if and
only if `g (w₀ + c) = a w₀²`. -/
theorem estimate_below_iff {a c g T : ℝ} (ha : 0 < a) (hc : 0 < c) (hg : 0 ≤ g) (hT : 0 < T) :
    (matsubaraZ (sigma a c g) (π * T) < quasiparticleZ (sigma a c g) ↔
      a * (π * T) ^ 2 < g * (π * T + c)) ∧
    (matsubaraZ (sigma a c g) (π * T) = quasiparticleZ (sigma a c g) ↔
      g * (π * T + c) = a * (π * T) ^ 2) := by
  have hw : 0 < π * T := mul_pos Real.pi_pos hT
  rw [matsubaraZ_sigma a g hc hw, (quasiparticleZ_sigma g ha hc).1]
  generalize π * T = w at hw ⊢
  have hX : 0 < 1 + g / w + a * c / (w + c) := by positivity
  have hY : 0 < 1 + a := by positivity
  have hD : 0 < w * (w + c) := by positivity
  -- the difference of the two denominators carries the sign
  have hdiff : (1 + g / w + a * c / (w + c) - (1 + a)) * (w * (w + c))
      = g * (w + c) - a * w ^ 2 := by
    have hne : w + c ≠ 0 := by positivity
    field_simp
    ring
  constructor
  · rw [one_div_lt_one_div hX hY]
    constructor
    · intro h
      have h1 := mul_pos (sub_pos.2 h) hD
      rw [hdiff] at h1
      linarith
    · intro h
      have h1 : 0 < (1 + g / w + a * c / (w + c) - (1 + a)) * (w * (w + c)) := by
        rw [hdiff]
        linarith
      exact sub_pos.1 ((mul_pos_iff_of_pos_right hD).1 h1)
  · rw [one_div, one_div, inv_inj]
    constructor
    · intro h
      rw [h, sub_self, zero_mul] at hdiff
      linarith
    · intro h
      rw [h, sub_self] at hdiff
      exact sub_eq_zero.1 ((mul_eq_zero.1 hdiff).resolve_right hD.ne')
```

## (g) The crossover temperature

Let a, c, g, T > 0, with a, c and g independent of temperature. Show that the estimate is below Z exactly when T < T*, and equal to Z exactly when T = T*, where

T* = (g + √(g² + 4agc))/(2πa).

**Solution.** By (f) the condition is aw₀² − gw₀ − gc < 0. Write s = √(g² + 4agc). The roots of the quadratic are (g ± s)/(2a), and s > g makes the lower one negative. For w₀ > 0 the condition therefore reads w₀ < (g + s)/(2a), and division by π gives T < T*. Equality holds only at the positive root.

T* is `crossoverT`. Instead of listing roots, the Lean proof uses the factorisation `hfac`,

4a[g(w₀ + c) − aw₀²] = (g + s − 2aw₀)(2aw₀ − g + s).

The second factor is positive (`hP`), so the first carries the sign.

```lean
/-- For `a, c, g, T > 0` the first-Matsubara estimate is below the quasiparticle weight
exactly when `T` is below `crossoverT`, and equal to it exactly at `crossoverT`. -/
theorem estimate_below_iff_temperature {a c g T : ℝ} (ha : 0 < a) (hc : 0 < c) (hg : 0 < g)
    (hT : 0 < T) :
    (matsubaraZ (sigma a c g) (π * T) < quasiparticleZ (sigma a c g) ↔ T < crossoverT a c g) ∧
    (matsubaraZ (sigma a c g) (π * T) = quasiparticleZ (sigma a c g) ↔
      T = crossoverT a c g) := by
  obtain ⟨hlt, heq⟩ := estimate_below_iff ha hc hg.le hT
  have hpi := Real.pi_pos
  have hq : 0 < 4 * a * g * c := by positivity
  have hs : Real.sqrt (g ^ 2 + 4 * a * g * c) ^ 2 = g ^ 2 + 4 * a * g * c :=
    Real.sq_sqrt (by positivity)
  have hsg : g < Real.sqrt (g ^ 2 + 4 * a * g * c) :=
    Real.lt_sqrt_of_sq_lt (by linarith)
  have hk : 0 < 2 * π * a := by positivity
  have h4 : 0 < 4 * a := by positivity
  have haw : 0 < a * (π * T) := by positivity
  rw [hlt, heq]
  unfold crossoverT
  rw [lt_div_iff₀ hk, eq_div_iff hk.ne']
  generalize Real.sqrt (g ^ 2 + 4 * a * g * c) = s at hs hsg ⊢
  have hP : 0 < 2 * (a * (π * T)) - g + s := by linarith
  -- factor the quadratic; only the first factor can change sign
  have hfac : 4 * a * (g * (π * T + c) - a * (π * T) ^ 2)
      = (g + s - T * (2 * π * a)) * (2 * (a * (π * T)) - g + s) := by
    linear_combination -hs
  constructor
  · rw [← sub_pos, ← mul_pos_iff_of_pos_left h4, hfac, mul_pos_iff_of_pos_right hP, sub_pos]
  · constructor
    · intro h
      rw [h, sub_self, mul_zero] at hfac
      have h1 := (mul_eq_zero.1 hfac.symm).resolve_right hP.ne'
      linarith
    · intro h
      rw [h, sub_self, zero_mul] at hfac
      have h1 := (mul_eq_zero.1 hfac).resolve_left h4.ne'
      linarith
```

## (h) The slope between two Matsubara frequencies

Let a, c, T > 0, with g any real number. Show that the two-point estimate is

1/(1 + ac²/[(w₀ + c)(3w₀ + c)]),

and that it always lies above Z.

**Solution.** In the difference of Im Σ at 3w₀ and w₀ the constant g cancels:

−3aw₀c/(3w₀ + c) + aw₀c/(w₀ + c) = −2aw₀c²/[(w₀ + c)(3w₀ + c)].

Dividing by the spacing 2w₀ gives the slope, and one minus the slope is the stated denominator. Since

(w₀ + c)(3w₀ + c) = c² + 4w₀c + 3w₀² > c²,

the term added to 1 is smaller than a, and the estimate exceeds 1/(1 + a). The cancellation relies on g being the same at both frequencies.

The Lean proof establishes the closed form as `hform`. The inequality `hlt` then compares the added term with a.

```lean
/-- For `a, c, T > 0` the two-point estimate does not depend on `g`, and it is always above
the quasiparticle weight. -/
theorem twoPointZ_sigma (g : ℝ) {a c T : ℝ} (ha : 0 < a) (hc : 0 < c) (hT : 0 < T) :
    twoPointZ (sigma a c g) T = 1 / (1 + a * c ^ 2 / ((π * T + c) * (3 * (π * T) + c))) ∧
    quasiparticleZ (sigma a c g) < twoPointZ (sigma a c g) T := by
  have hw : 0 < π * T := mul_pos Real.pi_pos hT
  have hform : twoPointZ (sigma a c g) T
      = 1 / (1 + a * c ^ 2 / ((π * T + c) * (3 * (π * T) + c))) := by
    unfold twoPointZ
    rw [imAxis_sigma a g hc (by positivity : 0 < 3 * (π * T)), imAxis_sigma a g hc hw]
    generalize π * T = w at hw ⊢
    have h1 : w + c ≠ 0 := by positivity
    have h3 : 3 * w + c ≠ 0 := by positivity
    -- the constant `g` cancels in the difference
    have h : 1 - (-g - a * (3 * w) * c / (3 * w + c) - (-g - a * w * c / (w + c))) / (2 * w)
        = 1 + a * c ^ 2 / ((w + c) * (3 * w + c)) := by
      field_simp
      ring
    rw [h]
  refine ⟨hform, ?_⟩
  rw [hform, (quasiparticleZ_sigma g ha hc).1]
  generalize π * T = w at hw ⊢
  apply one_div_lt_one_div_of_lt (by positivity)
  have hlt : a * c ^ 2 / ((w + c) * (3 * w + c)) < a := by
    rw [div_lt_iff₀ (by positivity)]
    have h : 0 < a * (3 * w ^ 2 + 4 * w * c) := by positivity
    nlinarith [h]
  linarith

end

end FirstMatsubaraEstimate
```

```lean
#print axioms FirstMatsubaraEstimate.estimate_below_iff_temperature
#print axioms FirstMatsubaraEstimate.twoPointZ_sigma
```

```
'FirstMatsubaraEstimate.estimate_below_iff_temperature' depends on axioms: [propext, Classical.choice, Quot.sound]
'FirstMatsubaraEstimate.twoPointZ_sigma' depends on axioms: [propext, Classical.choice, Quot.sound]
```
